# Ridge-fitted force constants from exact harmonic forces tend to $\Phi P$ as the penalty vanishes

When the sampled displacements of a crystal do not span all directions, a least-squares fit of an unconstrained force-constant matrix has no unique answer: any matrix that annihilates every sample can be added to the fit without changing the misfit. Symmetry and translation constraints can reduce or remove this freedom; they are not imposed here. A small quadratic penalty selects one answer, but that answer may differ from the true force constants even when the forces are exact.

Let $u_s\in\mathbb R^n$ be finitely many displacements, $\Phi$ a real $n\times n$ matrix, and $f_s=-\Phi u_s$ the forces. Put $U=\sum_s u_su_s^T$ and let $P$ be the orthogonal projector onto the span of the $u_s$. For $c>0$ the cost

$$J_c(X)=\sum_s|f_s+Xu_s|^2+c\|X\|^2,\qquad \|X\|^2=\sum_{i,j}X_{ij}^2,$$

has the unique minimiser $Y=\Phi U(U+cI)^{-1}$, and $Y\to\Phi P$ as $c\to0^+$. The limit equals $\Phi$ exactly when $\Phi v=0$ for every $v$ orthogonal to all samples.

## Completing the square and taking the limit

**Invertibility.** For $v\neq0$, $v\cdot(U+cI)v=\sum_s(u_s\cdot v)^2+c|v|^2>0$, so $U+cI$ is invertible.

**Minimum.** By definition $Y(U+cI)=\Phi U$, that is, $(Y-\Phi)U+cY=0$. Write $D=X-Y$. Since $f_s+Xu_s=(Y-\Phi)u_s+Du_s$,

$$J_c(X)=J_c(Y)+\sum_s|Du_s|^2+c\|D\|^2+2\sum_{i,j}\big[(Y-\Phi)U+cY\big]_{ij}D_{ij}.$$

The last sum vanishes, and $c\|D\|^2>0$ unless $X=Y$.

**Limit.** From $Pu_s=u_s$ we get $PU=U$, and by transposition $UP=U$. Let $M=U+I-P$. Then $MP=U$, $MU=U^2$ and $PM=U$. If $Mv=0$, then $Uv=PMv=0$, so $\sum_s(u_s\cdot v)^2=0$. Hence $Pv=0$, and $Mv=0$ reduces to $v=0$: $M$ is invertible. Now $(M+cI)U=U(U+cI)$, so for small $c>0$

$$U(U+cI)^{-1}=(M+cI)^{-1}U\longrightarrow M^{-1}U=P.$$

**Recovery of $\Phi$.** If $\Phi P=\Phi$ and $v$ is orthogonal to all samples, then $\Phi v=\Phi Pv=0$. Conversely, $v-Pv$ is orthogonal to every sample, so if $\Phi$ annihilates such vectors, $\Phi v=\Phi Pv$ for all $v$.

## Two atoms joined by a spring

To fit the full matrix without symmetry or translation constraints, one can accumulate $U$ and $F=-\sum_sf_su_s^T$ from forces computed in a supercell and solve $Y(U+cI)=F$; for exact harmonic forces without noise or anharmonicity, $F=\Phi U$ and the result applies.

Take two atoms on a line with spring constant $k>0$, so $\Phi=k\begin{pmatrix}1&-1\\-1&1\end{pmatrix}$. Displacing only the first atom, by $a\ne0$, gives

$$Y=\frac{a^2}{a^2+c}\,k\begin{pmatrix}1&0\\-1&0\end{pmatrix},$$

whose limit lacks the second column of $\Phi$. For the single sample $(a,-a)$ the fit is $Y=\frac{2a^2}{2a^2+c}\,\Phi$, which does tend to $\Phi$, because the unsampled direction $(1,1)$ is a rigid translation and produces no force.

Relaxing $c>0$ to $c\ge0$ destroys uniqueness: with the sample $(a,0)$ and $c=0$, every $X$ sharing the first column of $\Phi$ has zero cost.

## Displacements, cost and projector in Lean

The finite types `n` and `ι` index displacement components and samples.

```lean
import Mathlib

open Matrix Filter Topology

namespace RidgeForceConstants

noncomputable section

variable {n ι : Type*} [Fintype n] [DecidableEq n] [Fintype ι]
```

`gram u` is $U$.

```lean
/-- The displacement matrix `U = ∑ u_s u_sᵀ` of the sampled displacements. -/
def gram (u : ι → n → ℝ) : Matrix n n ℝ :=
  Matrix.of fun i j => ∑ s, u s i * u s j
```

The penalty uses the squared Frobenius norm.

```lean
/-- The squared Frobenius norm of a matrix of force constants. -/
def frobSq (X : Matrix n n ℝ) : ℝ := ∑ i, ∑ j, X i j ^ 2
```

The cost accepts arbitrary forces `f`; the plus sign reflects the convention $f=-\Phi u$.

```lean
/-- The misfit of trial force constants `X` to forces `f_s` at displacements `u_s`,
`∑ |f_s + X u_s|²`, plus the penalty `c ‖X‖²`. -/
def ridgeCost (u f : ι → n → ℝ) (c : ℝ) (X : Matrix n n ℝ) : ℝ :=
  ∑ s, (f s + X *ᵥ u s) ⬝ᵥ (f s + X *ᵥ u s) + c * frobSq X
```

Harmonic forces are a separate definition, inserted in the theorems. Neither $\Phi$ nor the trial $X$ is required to be symmetric.

```lean
/-- The harmonic forces `-Φ u_s`. -/
def harmonicForce (Φ : Matrix n n ℝ) (u : ι → n → ℝ) : ι → n → ℝ :=
  fun s => -(Φ *ᵥ u s)
```

The candidate minimiser is a function of `c`.

```lean
/-- The regularised force constants `Φ U (U + c I)⁻¹`, for `c` with `U + c I` invertible. -/
def ridgeFit (Φ : Matrix n n ℝ) (u : ι → n → ℝ) (c : ℝ) : Matrix n n ℝ :=
  Φ * gram u * (gram u + c • (1 : Matrix n n ℝ))⁻¹
```

The span lives in `EuclideanSpace`, which carries the inner product that orthogonality needs.

```lean
/-- The span of the sampled displacements, in Euclidean space. -/
def sampledSpan (u : ι → n → ℝ) : Submodule ℝ (EuclideanSpace ℝ n) :=
  Submodule.span ℝ (Set.range fun s => WithLp.toLp 2 (u s))
```

$P$ is the matrix of Mathlib's orthogonal projection, so its existence is not a hypothesis.

```lean
/-- The matrix of the orthogonal projection onto the span of the sampled displacements. -/
def projector (u : ι → n → ℝ) : Matrix n n ℝ :=
  LinearMap.toMatrix' ((WithLp.linearEquiv 2 ℝ (n → ℝ)).toLinearMap ∘ₗ
    (sampledSpan u).starProjection.toLinearMap ∘ₗ
    (WithLp.linearEquiv 2 ℝ (n → ℝ)).symm.toLinearMap)
```

Its four properties are carried over to matrices. For the last, span induction extends orthogonality from the samples to their span.

```lean
omit [Fintype ι] in
/-- The projector fixes every sampled displacement, is symmetric and idempotent, and
annihilates every displacement orthogonal to all samples. -/
theorem projector_spec (u : ι → n → ℝ) :
    (∀ s, projector u *ᵥ u s = u s) ∧ (projector u)ᵀ = projector u ∧
      projector u * projector u = projector u ∧
      ∀ v, (∀ s, u s ⬝ᵥ v = 0) → projector u *ᵥ v = 0 := by
  have hin : ∀ v w : n → ℝ,
      inner ℝ (WithLp.toLp 2 v : EuclideanSpace ℝ n) (WithLp.toLp 2 w) = v ⬝ᵥ w := by
    intro v w
    simp [PiLp.inner_apply, dotProduct, mul_comm]
  have hP : ∀ v, (WithLp.toLp 2 (projector u *ᵥ v) : EuclideanSpace ℝ n) =
      (sampledSpan u).starProjection (WithLp.toLp 2 v) := by
    intro v
    have h : projector u *ᵥ v =
        ((sampledSpan u).starProjection (WithLp.toLp 2 v)).ofLp := by
      rw [← Matrix.toLin'_apply, projector, Matrix.toLin'_toMatrix']
      rfl
    exact congrArg (WithLp.toLp 2) h
  have hmem : ∀ v, (WithLp.toLp 2 (projector u *ᵥ v) : EuclideanSpace ℝ n) ∈
      sampledSpan u := by
    intro v
    rw [hP]
    exact Submodule.starProjection_apply_mem _ _
  have hfix : ∀ w, (WithLp.toLp 2 w : EuclideanSpace ℝ n) ∈ sampledSpan u →
      projector u *ᵥ w = w := fun w hw =>
    congrArg WithLp.ofLp ((hP w).trans (Submodule.starProjection_eq_self_iff.mpr hw))
  have hsym : ∀ v w, (projector u *ᵥ v) ⬝ᵥ w = v ⬝ᵥ (projector u *ᵥ w) := by
    intro v w
    rw [← hin (projector u *ᵥ v) w, ← hin v (projector u *ᵥ w), hP, hP]
    exact Submodule.inner_starProjection_left_eq_right _ _ _
  refine ⟨fun s => hfix _ (Submodule.subset_span ⟨s, rfl⟩), ?_, ?_, ?_⟩
  · ext i j
    have h := hsym (Pi.single i 1) (Pi.single j 1)
    simpa using h
  · apply Matrix.toLin'.injective
    refine LinearMap.ext fun v => ?_
    rw [Matrix.toLin'_apply, Matrix.toLin'_apply, ← Matrix.mulVec_mulVec]
    exact hfix _ (hmem v)
  · intro v hv
    -- a vector orthogonal to the samples is orthogonal to their span
    have key : ∀ x ∈ sampledSpan u, inner ℝ x (WithLp.toLp 2 v) = 0 := by
      intro x hx
      unfold sampledSpan at hx
      induction hx using Submodule.span_induction with
      | mem x h =>
        obtain ⟨s, rfl⟩ := h
        exact (hin _ _).trans (hv s)
      | zero => exact inner_zero_left _
      | add x y _ _ hx hy => rw [inner_add_left, hx, hy, add_zero]
      | smul a x _ hx => rw [inner_smul_left, hx, mul_zero]
    apply dotProduct_self_eq_zero.mp
    rw [← hsym, hfix _ (hmem v), ← hin]
    exact key _ (hmem v)
```

## Invertibility with and without the penalty

The first lemma writes $(AU)_{ij}$ as a sum over samples, which later serves for both $PU=U$ and the cross term.

```lean
omit [DecidableEq n] in
/-- Multiplying `U` by a matrix `A` replaces `u_s u_sᵀ` by `(A u_s) u_sᵀ` in the sum. -/
theorem mul_gram_apply (A : Matrix n n ℝ) (u : ι → n → ℝ) (i j : n) :
    (A * gram u) i j = ∑ s, (A *ᵥ u s) i * u s j := by
  simp only [Matrix.mul_apply, gram, Matrix.of_apply, Matrix.mulVec, dotProduct,
    Finset.mul_sum, Finset.sum_mul]
  refine Finset.sum_comm.trans (Finset.sum_congr rfl fun s _ => ?_)
  exact Finset.sum_congr rfl fun k _ => by ring
```

The second gives $v\cdot Uv=\sum_s(u_s\cdot v)^2$.

```lean
omit [DecidableEq n] in
/-- The quadratic form of `U` is the sum of squared overlaps with the samples. -/
theorem gram_quadratic (u : ι → n → ℝ) (v : n → ℝ) :
    v ⬝ᵥ (gram u *ᵥ v) = ∑ s, (u s ⬝ᵥ v) ^ 2 := by
  have h : ∀ i, (gram u *ᵥ v) i = ∑ s, u s i * (u s ⬝ᵥ v) := by
    intro i
    simp only [Matrix.mulVec, dotProduct, gram, Matrix.of_apply, Finset.sum_mul,
      Finset.mul_sum]
    refine Finset.sum_comm.trans (Finset.sum_congr rfl fun s _ => ?_)
    exact Finset.sum_congr rfl fun k _ => by ring
  change ∑ i, v i * (gram u *ᵥ v) i = _
  simp_rw [h, Finset.mul_sum]
  refine Finset.sum_comm.trans (Finset.sum_congr rfl fun s _ => ?_)
  calc ∑ i, v i * (u s i * (u s ⬝ᵥ v)) = ∑ i, (u s i * v i) * (u s ⬝ᵥ v) :=
        Finset.sum_congr rfl fun i _ => by ring
    _ = (u s ⬝ᵥ v) ^ 2 := (Finset.sum_mul _ _ _).symm.trans (sq (u s ⬝ᵥ v)).symm
```

A zero determinant would supply a nonzero $v$ with $(U+cI)v=0$, contradicting positivity.

```lean
/-- For `c > 0` the matrix `U + c I` is invertible, whatever the samples. -/
theorem isUnit_det_ridge (u : ι → n → ℝ) {c : ℝ} (hc : 0 < c) :
    IsUnit (gram u + c • (1 : Matrix n n ℝ)).det := by
  refine isUnit_iff_ne_zero.mpr fun hd => ?_
  obtain ⟨v, hv, h0⟩ := Matrix.exists_mulVec_eq_zero_iff.mpr hd
  have h := congrArg (fun w => v ⬝ᵥ w) h0
  simp only [Matrix.add_mulVec, Matrix.smul_mulVec, Matrix.one_mulVec, dotProduct_add,
    dotProduct_smul, dotProduct_zero, smul_eq_mul, gram_quadratic] at h
  have h1 : 0 ≤ ∑ s, (u s ⬝ᵥ v) ^ 2 := Finset.sum_nonneg fun s _ => sq_nonneg _
  have h2 : 0 ≤ v ⬝ᵥ v := Finset.sum_nonneg fun i _ => mul_self_nonneg _
  have h3 : v ⬝ᵥ v ≠ 0 := fun h => hv (dotProduct_self_eq_zero.mp h)
  have h4 : 0 < c * (v ⬝ᵥ v) := mul_pos hc (lt_of_le_of_ne h2 h3.symm)
  linarith
```

The matrix $M=U+I-P$ is built next, with `hPM` being $PM=U$.

```lean
/-- Some invertible matrix `M` satisfies `M P = U` and `M U = U²`, even for singular `U`. -/
theorem exists_completion (u : ι → n → ℝ) :
    ∃ M : Matrix n n ℝ, IsUnit M.det ∧ M * projector u = gram u ∧
      M * gram u = gram u * gram u := by
  obtain ⟨hs, hT, hPP, hker⟩ := projector_spec u
  have hPU : projector u * gram u = gram u := by
    ext i j
    rw [mul_gram_apply]
    simp only [hs, gram, Matrix.of_apply]
  have hUT : (gram u)ᵀ = gram u := by
    ext i j
    simp only [Matrix.transpose_apply, gram, Matrix.of_apply, mul_comm]
  have hUP : gram u * projector u = gram u := by
    have h := congrArg Matrix.transpose hPU
    rwa [Matrix.transpose_mul, hT, hUT] at h
  -- add to `U` the projector onto the unsampled directions
  refine ⟨gram u + (1 - projector u), ?_, ?_, ?_⟩
  · refine isUnit_iff_ne_zero.mpr fun hd => ?_
    obtain ⟨v, hv, h0⟩ := Matrix.exists_mulVec_eq_zero_iff.mpr hd
    have hPM : projector u * (gram u + (1 - projector u)) = gram u := by
      rw [mul_add, mul_sub, mul_one, hPP, hPU, sub_self, add_zero]
    have hU : gram u *ᵥ v = 0 := by
      have h := congrArg (fun w => projector u *ᵥ w) h0
      simpa only [Matrix.mulVec_mulVec, hPM, Matrix.mulVec_zero] using h
    have hq := gram_quadratic u v
    rw [hU, dotProduct_zero] at hq
    have ho : ∀ s, u s ⬝ᵥ v = 0 := fun s => pow_eq_zero_iff two_ne_zero |>.mp
      ((Finset.sum_eq_zero_iff_of_nonneg fun s _ => sq_nonneg (u s ⬝ᵥ v)).mp hq.symm s
        (Finset.mem_univ s))
    rw [Matrix.add_mulVec, Matrix.sub_mulVec, Matrix.one_mulVec, hU, hker v ho, sub_zero,
      zero_add] at h0
    exact hv h0
  · rw [add_mul, sub_mul, one_mul, hPP, hUP, sub_self, add_zero]
  · rw [add_mul, sub_mul, one_mul, hPU, sub_self, add_zero]
```

## The minimum, the limit and the recovery of $\Phi$

Here `generalize` replaces the fit by a matrix `Y` known only through its normal equation `hY`. The steps `h1` and `h2` expand the two squares, and `h3` cancels the cross terms.

```lean
/-- For harmonic forces and `c > 0`, the cost of any `X` exceeds that of the regularised fit
`Y` by exactly `∑ |(X - Y) u_s|² + c ‖X - Y‖²`. -/
theorem ridgeCost_excess (Φ : Matrix n n ℝ) (u : ι → n → ℝ) {c : ℝ} (hc : 0 < c)
    (X : Matrix n n ℝ) :
    ridgeCost u (harmonicForce Φ u) c X =
      ridgeCost u (harmonicForce Φ u) c (ridgeFit Φ u c) +
      (∑ s, ((X - ridgeFit Φ u c) *ᵥ u s) ⬝ᵥ ((X - ridgeFit Φ u c) *ᵥ u s) +
        c * frobSq (X - ridgeFit Φ u c)) := by
  have hfit : ridgeFit Φ u c * (gram u + c • (1 : Matrix n n ℝ)) = Φ * gram u := by
    rw [ridgeFit, mul_assoc, Matrix.nonsing_inv_mul _ (isUnit_det_ridge u hc), mul_one]
  generalize ridgeFit Φ u c = Y at hfit ⊢
  rw [mul_add, mul_smul_comm, mul_one] at hfit
  -- the normal equation
  have hY : (Y - Φ) * gram u + c • Y = 0 := by
    rw [sub_mul, ← hfit]
    abel
  have h1 : ∀ s, (-(Φ *ᵥ u s) + X *ᵥ u s) ⬝ᵥ (-(Φ *ᵥ u s) + X *ᵥ u s) =
      (-(Φ *ᵥ u s) + Y *ᵥ u s) ⬝ᵥ (-(Φ *ᵥ u s) + Y *ᵥ u s) +
      ((X - Y) *ᵥ u s) ⬝ᵥ ((X - Y) *ᵥ u s) +
      2 * (((Y - Φ) *ᵥ u s) ⬝ᵥ ((X - Y) *ᵥ u s)) := by
    intro s
    have e : -(Φ *ᵥ u s) + X *ᵥ u s = (Y - Φ) *ᵥ u s + (X - Y) *ᵥ u s := by
      simp only [Matrix.sub_mulVec]
      abel
    have e' : -(Φ *ᵥ u s) + Y *ᵥ u s = (Y - Φ) *ᵥ u s := by
      simp only [Matrix.sub_mulVec]
      abel
    rw [e, e', add_dotProduct, dotProduct_add, dotProduct_add,
      dotProduct_comm ((X - Y) *ᵥ u s) ((Y - Φ) *ᵥ u s)]
    ring
  have h2 : frobSq X = frobSq Y + frobSq (X - Y) + 2 * ∑ i, ∑ j, Y i j * (X - Y) i j := by
    simp only [frobSq, Finset.mul_sum, ← Finset.sum_add_distrib]
    refine Finset.sum_congr rfl fun i _ => Finset.sum_congr rfl fun j _ => ?_
    rw [Matrix.sub_apply]
    ring
  -- the cross terms cancel
  have h3 : ∑ s, ((Y - Φ) *ᵥ u s) ⬝ᵥ ((X - Y) *ᵥ u s) =
      -(c * ∑ i, ∑ j, Y i j * (X - Y) i j) := by
    have hc1 : ∑ s, ((Y - Φ) *ᵥ u s) ⬝ᵥ ((X - Y) *ᵥ u s) =
        ∑ i, ∑ j, ((Y - Φ) * gram u) i j * (X - Y) i j := by
      simp_rw [mul_gram_apply, Finset.sum_mul]
      refine Finset.sum_comm.trans (Finset.sum_congr rfl fun i _ => ?_)
      refine Eq.trans (Finset.sum_congr rfl fun s _ => ?_) Finset.sum_comm
      have hB : ((X - Y) *ᵥ u s) i = ∑ j, (X - Y) i j * u s j := rfl
      rw [hB, Finset.mul_sum]
      exact Finset.sum_congr rfl fun j _ => by ring
    rw [hc1, eq_neg_of_add_eq_zero_left hY]
    simp only [Matrix.neg_apply, Matrix.smul_apply, smul_eq_mul, Finset.mul_sum,
      ← Finset.sum_neg_distrib]
    exact Finset.sum_congr rfl fun i _ => Finset.sum_congr rfl fun j _ => by ring
  simp only [ridgeCost, harmonicForce]
  rw [Finset.sum_congr rfl fun s _ => h1 s, Finset.sum_add_distrib,
    Finset.sum_add_distrib, ← Finset.mul_sum, h2, h3]
  ring
```

For the limit, the inverse is written as the adjugate divided by the determinant, both continuous in $c$. `filter_upwards` then restricts to $c>0$ with $M+cI$ invertible, where `key` is the identity $(M+cI)U=U(U+cI)$.

```lean
/-- As `c → 0+`, the regularised force constants tend to `Φ P`. -/
theorem ridgeFit_tendsto (Φ : Matrix n n ℝ) (u : ι → n → ℝ) :
    Tendsto (ridgeFit Φ u) (𝓝[>] 0) (𝓝 (Φ * projector u)) := by
  obtain ⟨M, hM, hMP, hMU⟩ := exists_completion u
  have hcont : Continuous fun c : ℝ => M + c • (1 : Matrix n n ℝ) :=
    continuous_const.add (continuous_id.smul continuous_const)
  have hM0 : (M + (0 : ℝ) • (1 : Matrix n n ℝ)).det ≠ 0 := by
    rw [zero_smul, add_zero]
    exact hM.ne_zero
  have hdet : ContinuousAt (fun c : ℝ => (M + c • (1 : Matrix n n ℝ)).det) 0 :=
    hcont.matrix_det.continuousAt
  -- inversion is continuous at the invertible matrix `M`
  have hB : Tendsto (fun c : ℝ => (M + c • (1 : Matrix n n ℝ))⁻¹) (𝓝 0) (𝓝 M⁻¹) := by
    have ht : Tendsto (fun c : ℝ => (M + c • (1 : Matrix n n ℝ)).det⁻¹ •
        (M + c • (1 : Matrix n n ℝ)).adjugate) (𝓝 0)
        (𝓝 ((M + (0 : ℝ) • (1 : Matrix n n ℝ)).det⁻¹ •
          (M + (0 : ℝ) • (1 : Matrix n n ℝ)).adjugate)) :=
      (hdet.inv₀ hM0).smul hcont.matrix_adjugate.continuousAt
    simp only [Matrix.inv_def, Ring.inverse_eq_inv']
    simpa only [zero_smul, add_zero] using ht
  have hP : M⁻¹ * gram u = projector u := by
    rw [← hMP, ← mul_assoc, Matrix.nonsing_inv_mul _ hM, one_mul]
  have hlim : Tendsto (fun c : ℝ => Φ * ((M + c • (1 : Matrix n n ℝ))⁻¹ * gram u))
      (𝓝[>] 0) (𝓝 (Φ * projector u)) := by
    rw [← hP]
    exact tendsto_const_nhds.mul ((hB.mono_left nhdsWithin_le_nhds).mul tendsto_const_nhds)
  refine hlim.congr' ?_
  filter_upwards [self_mem_nhdsWithin,
    (hdet.eventually_ne hM0).filter_mono nhdsWithin_le_nhds] with c hc hd
  have key : (M + c • (1 : Matrix n n ℝ)) * gram u =
      gram u * (gram u + c • (1 : Matrix n n ℝ)) := by
    rw [add_mul, hMU, mul_add, smul_mul_assoc, mul_smul_comm, one_mul, mul_one]
  have hU := isUnit_det_ridge u (Set.mem_Ioi.mp hc)
  rw [ridgeFit, mul_assoc]
  congr 1
  calc (M + c • (1 : Matrix n n ℝ))⁻¹ * gram u
      = (M + c • (1 : Matrix n n ℝ))⁻¹ * (gram u * (gram u + c • (1 : Matrix n n ℝ))) *
          (gram u + c • (1 : Matrix n n ℝ))⁻¹ := by
        rw [mul_assoc, mul_assoc, Matrix.mul_nonsing_inv _ hU, mul_one]
    _ = gram u * (gram u + c • (1 : Matrix n n ℝ))⁻¹ := by
        rw [← key, ← mul_assoc, Matrix.nonsing_inv_mul _ (isUnit_iff_ne_zero.mpr hd),
          one_mul]
```

The main theorem says that, for every `c > 0`, any `X` other than the fit has strictly larger cost, and that the fit tends to $\Phi P$ as `c` approaches zero from above (`𝓝[>] 0`). Strictness comes from a nonzero entry of $X-Y$. No rate of convergence is stated.

```lean
/-- For exact harmonic forces and every `c > 0`, `Φ U (U + c I)⁻¹` is the unique minimiser of
the penalised misfit; as `c → 0+` it tends to `Φ P`, with `P` the orthogonal projector onto
the span of the sampled displacements. -/
theorem ridge_force_constants (Φ : Matrix n n ℝ) (u : ι → n → ℝ) :
    (∀ c : ℝ, 0 < c → ∀ X, X ≠ ridgeFit Φ u c →
      ridgeCost u (harmonicForce Φ u) c (ridgeFit Φ u c) <
        ridgeCost u (harmonicForce Φ u) c X) ∧
    Tendsto (ridgeFit Φ u) (𝓝[>] 0) (𝓝 (Φ * projector u)) := by
  refine ⟨fun c hc X hX => ?_, ridgeFit_tendsto Φ u⟩
  rw [ridgeCost_excess Φ u hc X]
  have h1 : 0 ≤ ∑ s, ((X - ridgeFit Φ u c) *ᵥ u s) ⬝ᵥ ((X - ridgeFit Φ u c) *ᵥ u s) :=
    Finset.sum_nonneg fun s _ => Finset.sum_nonneg fun i _ => mul_self_nonneg _
  have hij : ∃ i j, X i j ≠ ridgeFit Φ u c i j := by
    by_contra! h
    exact hX (Matrix.ext h)
  obtain ⟨i, j, hij⟩ := hij
  have hd : (X - ridgeFit Φ u c) i j ≠ 0 := sub_ne_zero.mpr hij
  have h2 : 0 < frobSq (X - ridgeFit Φ u c) :=
    Finset.sum_pos' (fun i _ => Finset.sum_nonneg fun j _ => sq_nonneg _)
      ⟨i, Finset.mem_univ i, Finset.sum_pos' (fun j _ => sq_nonneg _)
        ⟨j, Finset.mem_univ j, by positivity⟩⟩
  have h3 := mul_pos hc h2
  linarith
```

The final theorem characterises recovery of $\Phi$; `ho` is the orthogonality of $v-Pv$ to each sample.

```lean
/-- The limit `Φ P` equals the true `Φ` exactly when `Φ` gives no force for any displacement
orthogonal to all samples. -/
theorem limit_eq_iff (Φ : Matrix n n ℝ) (u : ι → n → ℝ) :
    Φ * projector u = Φ ↔ ∀ v, (∀ s, u s ⬝ᵥ v = 0) → Φ *ᵥ v = 0 := by
  obtain ⟨hs, hT, -, hker⟩ := projector_spec u
  constructor
  · intro h v hv
    rw [← h, ← Matrix.mulVec_mulVec, hker v hv, Matrix.mulVec_zero]
  · intro h
    apply Matrix.toLin'.injective
    refine LinearMap.ext fun v => ?_
    rw [Matrix.toLin'_apply, Matrix.toLin'_apply, ← Matrix.mulVec_mulVec]
    -- the part of `v` outside the span is orthogonal to every sample
    have ho : ∀ s, u s ⬝ᵥ (v - projector u *ᵥ v) = 0 := by
      intro s
      have hv : u s ᵥ* projector u = u s := by
        rw [← Matrix.mulVec_transpose, hT]
        exact hs s
      rw [dotProduct_sub, Matrix.dotProduct_mulVec, hv, sub_self]
    have h0 := h _ ho
    rw [Matrix.mulVec_sub] at h0
    exact (sub_eq_zero.mp h0).symm

end

end RidgeForceConstants
```

```lean
#print axioms RidgeForceConstants.ridge_force_constants
#print axioms RidgeForceConstants.limit_eq_iff
```

```
'RidgeForceConstants.ridge_force_constants' depends on axioms: [propext, Classical.choice, Quot.sound]
'RidgeForceConstants.limit_eq_iff' depends on axioms: [propext, Classical.choice, Quot.sound]
```
